# Wigner correlation with positive parameters: a strictly concave energy density and a potential between $1$ and $\tfrac43$ times the energy per particle

## A local functional supplies an energy and a potential

In a local density calculation for a spin-unpolarised system, each volume element is given the correlation energy that a uniform electron gas would have at the local density. If $e(n)$ is the correlation energy per particle of a gas of density $n$, the energy per volume is $F(n) = n\,e(n)$, and the correlation energy of a density $n(\mathbf r)$ is approximated by $E_c = \int F(n(\mathbf r))\,d^3r$. The one-electron equations need the derivative $v(n) = F'(n)$, the correlation potential, evaluated at the local density. Since $v = e + n\,e'$, the potential differs from the energy per particle at every density $n > 0$ where $e'(n) \ne 0$. For a given formula $e(n)$ one can ask how large the difference can be, and whether $v$ changes monotonically with the density.

The Wigner form is

$$e(n) = -\frac{a}{b + c\,t}, \qquad t = n^{-1/3},$$

with constants $a, b, c > 0$. The length $t$ is the edge of a cube that holds one electron on average. The Wigner–Seitz radius $r_s$, defined by $\tfrac{4\pi}{3} r_s^3 = 1/n$, equals $(3/4\pi)^{1/3}\,t$, so the choice $c = (3/4\pi)^{1/3}$ turns the denominator into $b + r_s$. The formula is a postulated interpolation, and the constants have the following roles. The condition $a > 0$ says that correlation lowers the energy. With $b > 0$ the formula levels off at $-a/b$ in the dense gas, where $t$ is small, whereas the exact correlation energy per particle of the uniform electron gas diverges logarithmically as $t \to 0$. With $c > 0$ the formula behaves as $-(a/c)\,n^{1/3}$ in the dilute gas, where $t$ is large. The length $b/c$ marks the crossover.

## Concavity, bounds and two limits

For $a, b, c > 0$ the results are these.

1. $F$ is strictly concave on $n > 0$: for densities $n_1 \ne n_2$ and $0 < \lambda < 1$, $F(\lambda n_1 + (1-\lambda) n_2) > \lambda F(n_1) + (1-\lambda) F(n_2)$.
2. $F$ is differentiable at every $n > 0$, and $\tfrac43 e(n) < v(n) < e(n)$.
3. $v/e \to 1$ as $n \to \infty$, and $v/e \to \tfrac43$ as $n \to 0^+$.

Because $e < 0$, the bounds read $1 < v/e < \tfrac43$, and by the two limits the ratio comes arbitrarily close to both ends. The constants match the two regimes: a pure power $e \propto n^p$ has $v = (1+p)\,e$, with $p = 0$ for the dense limit and $p = \tfrac13$ for the dilute limit.

For this spin-unpolarised local parametrisation, the bounds limit the gap between the two numbers that a program computes at a grid point of positive density, $0 < e - v < |e|/3$, whichever positive values the constants take. Concavity says that this correlation term, taken without kinetic, exchange and Hartree energy, is lower for two equal volumes at unequal densities than for both at the mean density.

## The potential in closed form

Let $D = b + c\,t$, which is positive for $n > 0$. The power rule gives

$$\frac{dt}{dn} = -\tfrac13\, n^{-4/3} = -\frac{t}{3n}.$$

The quotient rule applied to $e = -a/D$ gives

$$\frac{de}{dn} = \frac{a}{D^2}\, c\, \frac{dt}{dn} = -\frac{a\,c\,t}{3 n D^2}.$$

Multiplying by $n$ and factoring out $e = -a/D$ yields $n\,e' = \tfrac13\, e\, s$ with the fraction $s = c\,t/D$. The product rule then gives

$$v = e + n\,e' = e\left(1 + \frac{s}{3}\right).$$

Since $ct > 0$ and $ct < b + ct$, the fraction satisfies $0 < s < 1$. With $-e > 0$,

$$e - v = \tfrac13 (-e)\, s > 0, \qquad v - \tfrac43 e = \tfrac13 (-e)(1 - s) > 0,$$

which are the two bounds. Writing $s = 1 - b/D$ gives

$$\frac{v}{e} = \frac43 - \frac13\,\frac{b}{b + c\,t}.$$

As $n \to \infty$, $t \to 0$ and $b/D \to 1$, so the ratio tends to $1$. As $n \to 0^+$, $t \to \infty$ and $b/D \to 0$, so it tends to $\tfrac43$.

## A decreasing potential makes the energy density concave

Over a common denominator, $v = -a\,(3b + 4ct)/(3D^2)$. Take densities $0 < n < m$ with lengths $t = n^{-1/3}$ and $t' = m^{-1/3}$, so that $t > t' > 0$, and set $x = ct$, $y = ct'$. Then

$$v(n) - v(m) = \frac{a\left[(3b + 4y)(b+x)^2 - (3b + 4x)(b+y)^2\right]}{3\,(b+x)^2 (b+y)^2}.$$

The terms with the factor $3b$ give $3b\,[(b+x)^2 - (b+y)^2] = 3b\,(x-y)(2b + x + y)$. The remaining terms give $4\,[y(b+x)^2 - x(b+y)^2] = 4\,(x-y)(xy - b^2)$, because the two contributions $2bxy$ cancel. Their sum is $(x-y)\,[2b^2 + 3b(x+y) + 4xy]$, and therefore

$$v(n) - v(m) = (t - t')\,\frac{a\,c\,\left[2b^2 + 3bc\,(t+t') + 4c^2\,t\,t'\right]}{3\,(b+ct)^2 (b+ct')^2} > 0.$$

So $v$ is strictly decreasing in the density.

Now take $0 < n_1 < n_2$, $\Delta = n_2 - n_1$ and $\bar n = \lambda n_1 + (1-\lambda) n_2$ with $0 < \lambda < 1$. Then $\bar n - n_1 = (1-\lambda)\Delta$ and $n_2 - \bar n = \lambda\Delta$. The mean value theorem provides points $\xi_1 \in (n_1, \bar n)$ and $\xi_2 \in (\bar n, n_2)$ with

$$\frac{F(\bar n) - F(n_1)}{(1-\lambda)\Delta} = v(\xi_1) > v(\xi_2) = \frac{F(n_2) - F(\bar n)}{\lambda\Delta}.$$

Multiplying by $\lambda(1-\lambda)\Delta$ gives $\lambda\,[F(\bar n) - F(n_1)] > (1-\lambda)\,[F(n_2) - F(\bar n)]$, which rearranges to $F(\bar n) > \lambda F(n_1) + (1-\lambda) F(n_2)$.

## The case $a = b = c = 1$, and the cases $c = 0$ and $b = 0$

The numbers and counter-examples under this heading are arithmetic carried out in these notes, not theorems of the Lean file.

Set $a = b = c = 1$. At $n = 1$ one has $t = 1$, $e = -\tfrac12$, $s = \tfrac12$ and $v = -\tfrac12\cdot\tfrac76 = -\tfrac7{12}$, which lies between $\tfrac43 e = -\tfrac8{12}$ and $e = -\tfrac6{12}$. At $n = 8$ one has $t = \tfrac12$, $e = -\tfrac23$, $s = \tfrac13$ and $v = -\tfrac23\cdot\tfrac{10}9 = -\tfrac{20}{27}$, between $-\tfrac{24}{27}$ and $-\tfrac{18}{27}$. The difference is $v(1) - v(8) = \tfrac{17}{108}$, and the factorised formula gives the same value, $\tfrac12\,(2 + \tfrac92 + 2)/(3\cdot 4\cdot\tfrac94) = \tfrac{17}{108}$. For concavity take $F(1) = -\tfrac12$, $F(8) = -\tfrac{16}3$ and $F(27) = -\tfrac{81}4$. Since $8 = \tfrac{19}{26}\cdot 1 + \tfrac7{26}\cdot 27$, the chord at $n = 8$ has the value $-\tfrac{605}{104} \approx -5.82$, below $F(8) \approx -5.33$.

With $c = 0$ and $a = b = 1$ the energy per particle is the constant $-1$, so $F(n) = -n$ and $v = e$. The upper bound becomes an equality, and $F(2) = -2$ equals the mean of $F(1)$ and $F(3)$, so strict concavity fails too. With $b = 0$ and $a = c = 1$ one has $e = -n^{1/3}$ and $v = \tfrac43 e$ at every density. The lower bound becomes an equality and the dense limit of $v/e$ is $\tfrac43$, while $F = -n^{4/3}$ stays strictly concave.

## The Lean definitions and theorems against the physics

All quantities are real numbers in one fixed system of units. `meanSpacing n` is $t = n^{-1/3}$ as a real power, without the geometric factor of $r_s$, which is absorbed in `c`. `eps a b c n` is $e(n)$, with the minus sign written explicitly so that `a` is positive, and `energyDensity a b c n` is $F(n)$. `potential a b c n` is defined as `deriv (energyDensity a b c) n`, so the closed form of $v$ is a theorem and not part of the definition. Since `deriv` returns zero where no derivative exists, the main theorem includes `HasDerivAt (energyDensity a b c) (potential a b c n) n` for every `0 < n`, which says that $F$ is differentiable there with slope $v(n)$.

The theorem `wigner_concave_and_bounds` assumes `0 < a`, `0 < b`, `0 < c` and states results 1 and 2. `Ioi 0` is the open half-line $n > 0$, and `StrictConcaveOn ℝ (Ioi 0) (energyDensity a b c)` says that this set is convex and that the strict chord inequality holds for distinct points and positive weights that add to one. The theorem `potential_ratio_limits` states result 3 under the same assumptions. There `atTop` is the limit $n \to \infty$, `𝓝[>] 0` is the limit $n \to 0$ through positive values, and `𝓝 1` and `𝓝 (4 / 3)` are the limiting values.

The statements concern a function of one real variable. The form of $e(n)$ and the signs of the constants are assumed, and nothing is said about how well the formula describes an interacting electron gas. The point $n = 0$ is excluded. Spin polarisation, gradient terms, the integral $E_c$ and its functional derivative do not appear, and no second derivative of $F$ is stated.

```lean
import Mathlib

open Set Filter Topology

namespace WignerCorrelation

noncomputable section

/-- The length scale `n^(-1/3)` of a gas of density `n`. -/
def meanSpacing (n : ℝ) : ℝ := n ^ (-(1 / 3 : ℝ))

/-- Wigner correlation energy per particle, `e(n) = -a / (b + c n^(-1/3))`. -/
def eps (a b c n : ℝ) : ℝ := -a / (b + c * meanSpacing n)

/-- Correlation energy per volume, `n e(n)`. -/
def energyDensity (a b c n : ℝ) : ℝ := n * eps a b c n

/-- Correlation potential `v(n)`, the derivative of `n e(n)` with respect to the density. -/
def potential (a b c n : ℝ) : ℝ := deriv (energyDensity a b c) n

/-- The length scale `n^(-1/3)` is positive at positive density. -/
theorem meanSpacing_pos {n : ℝ} (hn : 0 < n) : 0 < meanSpacing n :=
  Real.rpow_pos_of_pos hn _

/-- At positive density, `t = n^(-1/3)` has derivative `-t / (3 n)`. -/
theorem hasDerivAt_meanSpacing {n : ℝ} (hn : 0 < n) :
    HasDerivAt meanSpacing (-(1 / 3) * (meanSpacing n / n)) n := by
  have ht : HasDerivAt (fun x : ℝ => x ^ (-(1 / 3 : ℝ)))
      (-(1 / 3) * n ^ (-(1 / 3 : ℝ) - 1)) n :=
    Real.hasDerivAt_rpow_const (Or.inl hn.ne')
  rw [Real.rpow_sub_one hn.ne'] at ht
  exact ht

/-- For `b, c > 0` and positive density the energy density `n e(n)` has derivative `e(n) (1 + (1/3)
c t / (b + c t))` with `t = n^(-1/3)`. -/
theorem hasDerivAt_energyDensity (a : ℝ) {b c n : ℝ} (hb : 0 < b) (hc : 0 < c) (hn : 0 < n) :
    HasDerivAt (energyDensity a b c)
      (eps a b c n * (1 + 1 / 3 * (c * meanSpacing n / (b + c * meanSpacing n)))) n := by
  have ht := meanSpacing_pos hn
  have hn0 : n ≠ 0 := hn.ne'
  have hD0 : b + c * meanSpacing n ≠ 0 := by positivity
  have hD : HasDerivAt (fun x => b + c * meanSpacing x)
      (c * (-(1 / 3) * (meanSpacing n / n))) n :=
    ((hasDerivAt_meanSpacing hn).const_mul c).const_add b
  -- quotient rule for e, product rule for n e
  have he := (hasDerivAt_const n (-a)).fun_div hD hD0
  have h := (hasDerivAt_id' n).fun_mul he
  have hfun : energyDensity a b c = fun x => x * (-a / (b + c * meanSpacing x)) := rfl
  rw [hfun]
  refine h.congr_deriv ?_
  simp only [eps]
  field_simp
  ring

/-- Closed form of the correlation potential for `b, c > 0` and `n > 0`: `v = e (1 + (1/3) c t / (b
+ c t))` with `t = n^(-1/3)`. -/
theorem potential_eq (a : ℝ) {b c n : ℝ} (hb : 0 < b) (hc : 0 < c) (hn : 0 < n) :
    potential a b c n
      = eps a b c n * (1 + 1 / 3 * (c * meanSpacing n / (b + c * meanSpacing n))) :=
  (hasDerivAt_energyDensity a hb hc hn).deriv

/-- For `a, b, c > 0` and `n > 0`, `(4/3) e(n) < v(n) < e(n)`. -/
theorem potential_bounds {a b c n : ℝ} (ha : 0 < a) (hb : 0 < b) (hc : 0 < c) (hn : 0 < n) :
    4 / 3 * eps a b c n < potential a b c n ∧ potential a b c n < eps a b c n := by
  have ht := meanSpacing_pos hn
  have hD : 0 < b + c * meanSpacing n := by positivity
  have he : eps a b c n < 0 := div_neg_of_neg_of_pos (by linarith) hD
  -- the fraction c t / (b + c t) lies in (0, 1)
  have hs0 : 0 < c * meanSpacing n / (b + c * meanSpacing n) := by positivity
  have hs1 : c * meanSpacing n / (b + c * meanSpacing n) < 1 := by
    rw [div_lt_one hD]
    linarith
  rw [potential_eq a hb hc hn]
  generalize c * meanSpacing n / (b + c * meanSpacing n) = s at hs0 hs1 ⊢
  have h1 := mul_neg_of_neg_of_pos he hs0
  have h2 := mul_neg_of_neg_of_pos he (sub_pos.mpr hs1)
  constructor
  · nlinarith
  · nlinarith

/-- For `a, b, c > 0` the correlation potential is strictly decreasing on `n > 0`. -/
theorem potential_strictAntiOn {a b c : ℝ} (ha : 0 < a) (hb : 0 < b) (hc : 0 < c) :
    StrictAntiOn (potential a b c) (Ioi 0) := by
  intro n hn m hm hnm
  have hn' : 0 < n := hn
  have hm' : 0 < m := hm
  have ht := meanSpacing_pos hn'
  have hs := meanSpacing_pos hm'
  -- the denser gas has the smaller length scale
  have hlt : meanSpacing m < meanSpacing n :=
    Real.rpow_lt_rpow_of_neg hn' hnm (by norm_num)
  rw [potential_eq a hb hc hn', potential_eq a hb hc hm']
  unfold eps
  generalize meanSpacing n = t at ht hlt ⊢
  generalize meanSpacing m = s at hs hlt ⊢
  have hDt : b + c * t ≠ 0 := by positivity
  have hDs : b + c * s ≠ 0 := by positivity
  -- the difference factorises into positive terms
  have key : -a / (b + c * t) * (1 + 1 / 3 * (c * t / (b + c * t)))
      - -a / (b + c * s) * (1 + 1 / 3 * (c * s / (b + c * s)))
      = (t - s) * (a * c * (2 * b ^ 2 + 3 * b * c * (t + s) + 4 * c ^ 2 * t * s)
        / (3 * (b + c * t) ^ 2 * (b + c * s) ^ 2)) := by
    field_simp
    ring
  have hpos : 0 < (t - s) * (a * c * (2 * b ^ 2 + 3 * b * c * (t + s) + 4 * c ^ 2 * t * s)
        / (3 * (b + c * t) ^ 2 * (b + c * s) ^ 2)) :=
    mul_pos (sub_pos.mpr hlt) (by positivity)
  rw [← key] at hpos
  exact sub_pos.mp hpos

/-- For `a, b, c > 0` the energy density `n e(n)` is strictly concave on `n > 0`. -/
theorem energyDensity_strictConcaveOn {a b c : ℝ} (ha : 0 < a) (hb : 0 < b) (hc : 0 < c) :
    StrictConcaveOn ℝ (Ioi 0) (energyDensity a b c) := by
  have hcont : ContinuousOn (energyDensity a b c) (Ioi 0) := fun n hn =>
    (hasDerivAt_energyDensity a hb hc hn).continuousAt.continuousWithinAt
  have hanti : StrictAntiOn (deriv (energyDensity a b c)) (interior (Ioi 0)) := by
    rw [interior_Ioi]
    exact potential_strictAntiOn ha hb hc
  exact StrictAntiOn.strictConcaveOn_of_deriv (convex_Ioi 0) hcont hanti

/-- For positive parameters the Wigner energy density is strictly concave on `n > 0`, has
derivative `v(n)` at every `n > 0`, and `(4/3) e(n) < v(n) < e(n)`. -/
theorem wigner_concave_and_bounds {a b c : ℝ} (ha : 0 < a) (hb : 0 < b) (hc : 0 < c) :
    StrictConcaveOn ℝ (Ioi 0) (energyDensity a b c) ∧
      ∀ n, 0 < n → HasDerivAt (energyDensity a b c) (potential a b c n) n ∧
        4 / 3 * eps a b c n < potential a b c n ∧ potential a b c n < eps a b c n := by
  refine ⟨energyDensity_strictConcaveOn ha hb hc, fun n hn => ⟨?_, potential_bounds ha hb hc hn⟩⟩
  rw [potential_eq a hb hc hn]
  exact hasDerivAt_energyDensity a hb hc hn

/-- For `a, b, c > 0` the ratio `v(n) / e(n)` tends to `1` as the density tends to infinity and to
`4/3` as the density tends to zero from above. -/
theorem potential_ratio_limits {a b c : ℝ} (ha : 0 < a) (hb : 0 < b) (hc : 0 < c) :
    Tendsto (fun n => potential a b c n / eps a b c n) atTop (𝓝 1) ∧
      Tendsto (fun n => potential a b c n / eps a b c n) (𝓝[>] 0) (𝓝 (4 / 3)) := by
  have hratio : ∀ n, 0 < n → 4 / 3 - 1 / 3 * (b / (b + c * meanSpacing n))
      = potential a b c n / eps a b c n := by
    intro n hn
    have ht := meanSpacing_pos hn
    have hD : 0 < b + c * meanSpacing n := by positivity
    have hD0 := hD.ne'
    have he : eps a b c n < 0 := div_neg_of_neg_of_pos (by linarith) hD
    rw [potential_eq a hb hc hn, mul_div_cancel_left₀ _ he.ne]
    field_simp
    ring
  constructor
  · -- high density: t tends to 0
    have ht : Tendsto meanSpacing atTop (𝓝 0) :=
      tendsto_rpow_neg_atTop (y := 1 / 3) (by norm_num)
    have hD : Tendsto (fun n => b + c * meanSpacing n) atTop (𝓝 (b + c * 0)) :=
      (ht.const_mul c).const_add b
    have hq : Tendsto (fun n => b / (b + c * meanSpacing n)) atTop (𝓝 (b / (b + c * 0))) :=
      tendsto_const_nhds.div hD (by rw [mul_zero, add_zero]; exact hb.ne')
    have h := (hq.const_mul (1 / 3 : ℝ)).const_sub (4 / 3 : ℝ)
    have hval : (4 / 3 : ℝ) - 1 / 3 * (b / (b + c * 0)) = 1 := by
      rw [mul_zero, add_zero, div_self hb.ne']
      norm_num
    rw [hval] at h
    exact h.congr' ((eventually_gt_atTop 0).mono hratio)
  · -- low density: t tends to infinity
    have ht : Tendsto meanSpacing (𝓝[>] 0) atTop :=
      tendsto_rpow_neg_nhdsGT_zero (y := -(1 / 3)) (by norm_num)
    have hD : Tendsto (fun n => b + c * meanSpacing n) (𝓝[>] 0) atTop :=
      tendsto_atTop_add_const_left _ b (ht.const_mul_atTop hc)
    have hq : Tendsto (fun n => b / (b + c * meanSpacing n)) (𝓝[>] 0) (𝓝 0) :=
      tendsto_const_nhds.div_atTop hD
    have h := (hq.const_mul (1 / 3 : ℝ)).const_sub (4 / 3 : ℝ)
    rw [mul_zero, sub_zero] at h
    refine h.congr' ?_
    filter_upwards [self_mem_nhdsWithin] with n hn
    exact hratio n hn

end

end WignerCorrelation
```

```lean
#print axioms WignerCorrelation.energyDensity_strictConcaveOn
#print axioms WignerCorrelation.wigner_concave_and_bounds
#print axioms WignerCorrelation.potential_ratio_limits
```

```
'WignerCorrelation.energyDensity_strictConcaveOn' depends on axioms: [propext, Classical.choice, Quot.sound]
'WignerCorrelation.wigner_concave_and_bounds' depends on axioms: [propext, Classical.choice, Quot.sound]
'WignerCorrelation.potential_ratio_limits' depends on axioms: [propext, Classical.choice, Quot.sound]
```

## Derivatives: from $dt/dn$ to $v = e\,(1 + s/3)$

`meanSpacing_pos` gives $t > 0$. `hasDerivAt_meanSpacing` applies the power rule `Real.hasDerivAt_rpow_const`, which is available because $n \ne 0$, and `Real.rpow_sub_one` rewrites $n^{-1/3 - 1}$ as $t/n$.

In `hasDerivAt_energyDensity`, `hD` is the derivative $c\,dt/dn$ of the denominator, `he` is the quotient rule and `h` the product rule. These deliver the slope in expanded form. `congr_deriv` reduces the goal to the equality of that expression with $e\,(1 + s/3)$, which `field_simp` and `ring` establish by clearing $n$ and $D$. The parameter `a` has no sign condition here or in `potential_eq`, which transfers the value to `potential`.

## Signs: the bounds and the factorised difference

`potential_bounds` proves $e < 0$ as `he` and $0 < s < 1$ as `hs0` and `hs1`, and `generalize` then replaces the fraction by a variable `s`. The products `h1` and `h2` are $e\,s < 0$ and $e\,(1-s) < 0$. Up to the factor $-\tfrac13$ these are $e - v$ and $v - \tfrac43 e$, so each `nlinarith` call has the inequality it needs.

`potential_strictAntiOn` takes `n` and `m` with $n < m$ and gets $t' < t$ from `Real.rpow_lt_rpow_of_neg`, the monotonicity of a negative power. After `generalize`, `t` is $t$ and `s` is the second length $t'$, not the fraction. `key` is the factorised difference $v(n) - v(m)$, verified by `field_simp` and `ring` in place of the grouping in $x$ and $y$. `hpos` multiplies $t - t' > 0$ by the quotient, which `positivity` accepts because it is built from positive numbers by sums, products, powers and one division.

## Concavity and the limits of $v/e$

`energyDensity_strictConcaveOn` invokes `StrictAntiOn.strictConcaveOn_of_deriv`, which takes the place of the mean value argument. It needs a convex domain, continuity of $F$ on it (`hcont`, from differentiability) and a strictly decreasing derivative on the interior (`hanti`), and the interior of the open half-line is the half-line itself. `wigner_concave_and_bounds` joins this with the bounds, and rewrites `potential` into its closed form to obtain the `HasDerivAt` clause.

In `potential_ratio_limits`, `hratio` cancels $e \ne 0$ and gives $v/e = \tfrac43 - \tfrac13\, b/D$ for $n > 0$. In the dense case `tendsto_rpow_neg_atTop` gives $t \to 0$, hence $D \to b$ and $b/D \to 1$, and `hval` evaluates the limit to $1$. In the dilute case `tendsto_rpow_neg_nhdsGT_zero` gives $t \to \infty$, the condition $c > 0$ carries this to $D \to \infty$, and `div_atTop` gives $b/D \to 0$. In both cases `congr'` moves the limit from the closed form to the ratio itself, which needs agreement only at large $n$ in the first case and at small positive $n$ in the second.
